# An error of order sᵏ in a perturbed eigenvector affects the expectation value of H − E only from order s²ᵏ

For a finite Hermitian matrix `H0` with a Hermitian perturbation `V`, let ψ(s) be a vector of formal power series satisfying (H0 + sV)ψ = E(s)ψ, where s is treated as real and E(s) has real coefficients. `error_quadratic` states that if a trial series φ differs from ψ by sᵏδ, then ⟨φ, (H0 + sV − E)φ⟩ = s²ᵏ⟨δ, (H0 + sV − E)δ⟩. No vector is assumed normalised, so this is the error in the energy expectation value only after division by ⟨φ, φ⟩, where that series is invertible. The proof takes one factor sᵏ from the right of the inner product, because H0 + sV − E annihilates ψ, and the other from the left, because hermiticity makes ψ's contribution there vanish too.

Lean 4 with Mathlib refuses this proof:

```lean
import Mathlib

open Matrix
open scoped ComplexOrder

namespace WignerPerturbation

noncomputable section

variable {ι : Type*} [Fintype ι]

/-- The inner product of two vectors of power series in a real formal parameter `s`. -/
def pairing (a b : ι → PowerSeries ℂ) : PowerSeries ℂ :=
  ∑ i, PowerSeries.map (starRingEnd ℂ) (a i) * b i

/-- The perturbed Hamiltonian `H0 + s V`. -/
def hamiltonian (H0 V : Matrix ι ι ℂ) : Matrix ι ι (PowerSeries ℂ) :=
  Matrix.of fun i j => PowerSeries.C (H0 i j) + PowerSeries.X * PowerSeries.C (V i j)

/-- The energy series `E(s)` with real coefficients. -/
def energy (E : ℕ → ℝ) : PowerSeries ℂ := PowerSeries.mk fun k => (E k : ℂ)

/-- The vector `(H0 + s V - E(s)) a(s)`. -/
def residual (H0 V : Matrix ι ι ℂ) (E : ℕ → ℝ) (a : ι → PowerSeries ℂ) : ι → PowerSeries ℂ :=
  hamiltonian H0 V *ᵥ a - energy E • a

variable {H0 V : Matrix ι ι ℂ} {E : ℕ → ℝ} {ψ : ι → PowerSeries ℂ}

/-- For Hermitian `H0` and `V`, `H0 + s V` can be moved across the inner product. -/
theorem pairing_hamiltonian (hH : H0.IsHermitian) (hV : V.IsHermitian)
    (a b : ι → PowerSeries ℂ) :
    pairing a (hamiltonian H0 V *ᵥ b) = pairing (hamiltonian H0 V *ᵥ a) b := by
  have hc : ∀ i j, PowerSeries.map (starRingEnd ℂ) (hamiltonian H0 V i j) =
      hamiltonian H0 V j i := by
    intro i j
    have h1 : starRingEnd ℂ (H0 i j) = H0 j i := hH.apply j i
    have h2 : starRingEnd ℂ (V i j) = V j i := hV.apply j i
    simp only [hamiltonian, Matrix.of_apply, map_add, map_mul, PowerSeries.map_C,
      PowerSeries.map_X, h1, h2]
  simp only [pairing, Matrix.mulVec, dotProduct, Finset.mul_sum, map_sum, map_mul,
    Finset.sum_mul, hc]
  refine Finset.sum_comm.trans ?_
  exact Finset.sum_congr rfl fun i _ => Finset.sum_congr rfl fun j _ => by ring

/-- The matrix element of `H0 + s V - E` splits into a Hamiltonian part and an overlap part. -/
theorem pairing_residual (a b : ι → PowerSeries ℂ) :
    pairing a (residual H0 V E b) =
      pairing a (hamiltonian H0 V *ᵥ b) - energy E * pairing a b := by
  simp only [pairing, residual, Pi.sub_apply, Pi.smul_apply, smul_eq_mul, Finset.mul_sum]
  rw [← Finset.sum_sub_distrib]
  exact Finset.sum_congr rfl fun i _ => by ring

/-- For Hermitian `H0` and `V`, if a trial series `φ` differs from the eigenvector series by `s ^ k
δ`, then `⟨φ, (H0 + s V - E) φ⟩` is `s ^ (2 k)` times `⟨δ, (H0 + s V - E) δ⟩`. -/
theorem error_quadratic (hH : H0.IsHermitian) (hV : V.IsHermitian)
    (hψ : hamiltonian H0 V *ᵥ ψ = energy E • ψ) {φ δ : ι → PowerSeries ℂ} {k : ℕ}
    (hδ : φ - ψ = (PowerSeries.X : PowerSeries ℂ) ^ k • δ) :
    pairing φ (residual H0 V E φ) =
      PowerSeries.X ^ (2 * k) * pairing δ (residual H0 V E δ) := by
  have hE : PowerSeries.map (starRingEnd ℂ) (energy E) = energy E := by
    ext m
    simp [energy]
  -- the exact solution drops out on the right and, by hermiticity, on the left
  have h1 : residual H0 V E φ = PowerSeries.X ^ k • residual H0 V E δ := by
    have h : residual H0 V E φ = residual H0 V E (φ - ψ) := by
      unfold residual
      rw [Matrix.mulVec_sub, smul_sub, hψ]
      abel
    rw [h, hδ]
    unfold residual
    rw [Matrix.mulVec_smul, smul_sub, smul_comm (energy E)]
  have h2 : pairing ψ (residual H0 V E φ) = 0 := by
    rw [pairing_residual, pairing_hamiltonian hH hV, hψ]
    simp only [pairing, Pi.smul_apply, smul_eq_mul, map_mul, hE, Finset.mul_sum, mul_assoc,
      sub_self]
  have h3 : pairing φ (residual H0 V E φ) = pairing (φ - ψ) (residual H0 V E φ) := by
    rw [← sub_zero (pairing φ _), ← h2]
    simp only [pairing, Pi.sub_apply, map_sub, sub_mul, Finset.sum_sub_distrib]
  rw [h3, hδ, h1]
  simp only [pairing, Pi.smul_apply, smul_eq_mul, map_mul, map_pow, PowerSeries.map_X,
    Finset.mul_sum]
  exact Finset.sum_congr rfl fun i _ => by ring

end

end WignerPerturbation
```

Compiling this gives:

```
Main.lean:64:32: error: typeclass instance problem is stuck
  Semiring ?m.84

Note: Lean will not try to resolve this typeclass instance problem because the type argument to `Semiring` is a metavariable. This argument must be fully determined before Lean will try to resolve the typeclass.

Hint: Adding type annotations and supplying implicit arguments to functions can give Lean more information for typeclass resolution. For example, if you have a variable `x` that you intend to be a `Nat`, but Lean reports it as having an unresolved type like `?m`, replacing `x` with `(x : Nat)` can get typeclass resolution un-stuck.
```

What went wrong. The error is in the statement of `h1`, at `PowerSeries.X`. Lean needs a `Semiring` instance for the coefficients of this power series, but the coefficient type is still the unknown `?m.84`, so the instance search is stuck.

The surrounding expression does not settle the type. In `PowerSeries.X ^ k • residual H0 V E δ`, the symbol `•` is scalar multiplication, whose scalar may have a different type from the vector it acts on. Knowing that the residual is a vector of power series over `ℂ` therefore does not tell Lean that `PowerSeries.X` is also a series over `ℂ`.

The repair writes `(PowerSeries.X : PowerSeries ℂ)`, which fixes the coefficient type as `ℂ` and lets Lean find the instance. The hypothesis `hδ` already carries the same annotation. The mathematical argument is unchanged.

This version goes through:

```diff
@@ -62,5 +62,5 @@
     simp [energy]
   -- the exact solution drops out on the right and, by hermiticity, on the left
-  have h1 : residual H0 V E φ = PowerSeries.X ^ k • residual H0 V E δ := by
+  have h1 : residual H0 V E φ = (PowerSeries.X : PowerSeries ℂ) ^ k • residual H0 V E δ := by
     have h : residual H0 V E φ = residual H0 V E (φ - ψ) := by
       unfold residual
```
